# A tanh gap kink of width $v/D_0$ transmits plane waves without reflection and binds a zero-energy state

To test whether a domain wall in a charge density wave with a real gap parameter, as in a dimerised half-filled chain, satisfies its gap equation, one sums an overlap of two amplitudes over the occupied electron states at every point. For non-interacting electrons with linearised dispersion and the gap profile $D(x)=D_0\tanh(D_0x/v)$, where $v$ is the Fermi velocity, $D_0$ the bulk gap parameter and $\hbar=1$, the states needed are plane waves dressed by one factor and a single sech-shaped state at zero energy.

```lean
import Mathlib

open Filter Topology ComplexConjugate

namespace DensityWaveKink

noncomputable section

/-- The width `ξ = v / D₀` of the domain wall, for `D₀ ≠ 0`. -/
def wallWidth (v D₀ : ℝ) : ℝ := v / D₀

/-- The kink `D(x) = D₀ tanh (x / ξ)` of the gap, for `v` and `D₀` nonzero. -/
def kink (v D₀ x : ℝ) : ℝ := D₀ * Real.tanh (x / wallWidth v D₀)

/-- The profile `sech (x / ξ)`, for `v` and `D₀` nonzero. -/
def boundState (v D₀ x : ℝ) : ℝ := 1 / Real.cosh (x / wallWidth v D₀)

/-- The amplitudes `p, q` form a mode of energy `E` in the gap profile `D`:
`v q' + D q = E p` and `-v p' + D p = E q`. -/
def IsMode (v : ℝ) (D : ℝ → ℝ) (E : ℝ) (p q : ℝ → ℂ) : Prop :=
  Differentiable ℝ p ∧ Differentiable ℝ q ∧ ∀ x,
    (v : ℂ) * deriv q x + D x * q x = E * p x ∧
    -(v : ℂ) * deriv p x + D x * p x = E * q x

/-- The plane wave `exp (i k x)`. -/
def planeWave (k x : ℝ) : ℂ := Complex.exp (Complex.I * k * x)

/-- The second amplitude `q = (D - i v k) p / E` that accompanies the plane wave `p`,
for `v`, `D₀` and `E` nonzero. -/
def partner (v D₀ k E x : ℝ) : ℂ :=
  (kink v D₀ x - Complex.I * v * k) / E * planeWave k x

/-- The slopes of the two profiles: `D' = (D₀² - D²) / v` for the kink, and
`s' = -D s / v` for `s = sech (x / ξ)`. -/
theorem profile_slopes (v D₀ x : ℝ) :
    HasDerivAt (kink v D₀) ((D₀ ^ 2 - kink v D₀ x ^ 2) / v) x ∧
    HasDerivAt (boundState v D₀) (-(kink v D₀ x * boundState v D₀ x) / v) x := by
  have hc := (Real.cosh_pos (x / wallWidth v D₀)).ne'
  have hl : HasDerivAt (fun y : ℝ => y / wallWidth v D₀) (D₀ / v) x :=
    ((hasDerivAt_id' x).div_const (wallWidth v D₀)).congr_deriv (by simp [wallWidth])
  constructor
  · have h := (hl.sinh.fun_div hl.cosh hc).const_mul D₀
    refine HasDerivAt.congr_deriv (h.congr_of_eventuallyEq
      (Eventually.of_forall fun y => by
        simp only [kink, Real.tanh_eq_sinh_div_cosh])) ?_
    rw [kink, Real.tanh_eq_sinh_div_cosh]
    generalize x / wallWidth v D₀ = y at hc ⊢
    have h1 := div_self (pow_ne_zero 2 hc)
    linear_combination D₀ ^ 2 / v * h1
  · refine HasDerivAt.congr_deriv ((hasDerivAt_const x (1 : ℝ)).fun_div hl.cosh hc) ?_
    rw [kink, boundState, Real.tanh_eq_sinh_div_cosh]
    generalize x / wallWidth v D₀ = y
    ring

/-- The squared gap and the squared sech profile add up to a constant:
`D² + D₀² sech² (x / ξ) = D₀²`. -/
theorem kink_sq_add (v D₀ x : ℝ) :
    kink v D₀ x ^ 2 + D₀ ^ 2 * boundState v D₀ x ^ 2 = D₀ ^ 2 := by
  rw [kink, boundState, Real.tanh_eq_sinh_div_cosh]
  generalize x / wallWidth v D₀ = y
  have h1 := div_self (pow_ne_zero 2 (Real.cosh_pos y).ne')
  linear_combination D₀ ^ 2 * h1 - D₀ ^ 2 / Real.cosh y ^ 2 * Real.cosh_sq y

/-- For `v, D₀ > 0` the kink joins the gap `-D₀` on the far left to `D₀` on the far right. -/
theorem kink_limits {v D₀ : ℝ} (hv : 0 < v) (hD : 0 < D₀) :
    Tendsto (kink v D₀) atTop (𝓝 D₀) ∧ Tendsto (kink v D₀) atBot (𝓝 (-D₀)) := by
  -- squeeze: 1 - exp (-y) ≤ tanh y ≤ 1
  have ht : Tendsto Real.tanh atTop (𝓝 1) := by
    have h0 : Tendsto (fun y : ℝ => 1 - Real.exp (-y)) atTop (𝓝 1) := by
      simpa using Real.tendsto_exp_neg_atTop_nhds_zero.const_sub 1
    refine tendsto_of_tendsto_of_tendsto_of_le_of_le h0 tendsto_const_nhds
      (fun y => ?_) (fun y => ?_)
    · change 1 - Real.exp (-y) ≤ Real.tanh y
      rw [Real.tanh_eq_sinh_div_cosh, le_div_iff₀ (Real.cosh_pos y)]
      nlinarith [Real.cosh_sub_sinh y, Real.one_le_cosh y, Real.exp_pos (-y)]
    · change Real.tanh y ≤ 1
      rw [Real.tanh_eq_sinh_div_cosh, div_le_iff₀ (Real.cosh_pos y)]
      linarith [Real.cosh_sub_sinh y, Real.exp_pos (-y)]
  have hw : 0 < wallWidth v D₀ := div_pos hv hD
  have h1 : Tendsto (kink v D₀) atTop (𝓝 D₀) := by
    have h := (ht.comp (tendsto_id.atTop_div_const hw)).const_mul D₀
    rw [mul_one] at h
    exact h
  refine ⟨h1, (h1.comp tendsto_neg_atBot_atTop).neg.congr fun x => ?_⟩
  simp [kink, neg_div, Real.tanh_neg]

/-- The plane wave has derivative `i k exp (i k x)`. -/
theorem planeWave_hasDerivAt (k x : ℝ) :
    HasDerivAt (planeWave k) (Complex.I * k * planeWave k x) x := by
  have h := ((hasDerivAt_id' x).ofReal_comp.const_mul (Complex.I * k)).cexp
  exact h.congr_deriv (by simp only [planeWave, Complex.ofReal_one]; ring)

/-- For `v, D₀ > 0` and `E² = v²k² + D₀²`, the plane wave and its partner form a mode of the kink.
The ratio `q / p` tends to `(D₀ - i v k) / E` on the right and to `(-D₀ - i v k) / E` on the left,
and both constants have modulus one. -/
theorem kink_reflectionless {v D₀ k E : ℝ} (hv : 0 < v) (hD : 0 < D₀)
    (hE : E ^ 2 = v ^ 2 * k ^ 2 + D₀ ^ 2) :
    IsMode v (kink v D₀) E (planeWave k) (partner v D₀ k E) ∧
    Tendsto (fun x => partner v D₀ k E x / planeWave k x) atTop
      (𝓝 ((D₀ - Complex.I * v * k) / E)) ∧
    Tendsto (fun x => partner v D₀ k E x / planeWave k x) atBot
      (𝓝 ((-D₀ - Complex.I * v * k) / E)) ∧
    ‖((D₀ : ℂ) - Complex.I * v * k) / E‖ = 1 ∧
    ‖(-(D₀ : ℂ) - Complex.I * v * k) / E‖ = 1 := by
  have hE0 : E ≠ 0 := by
    rintro rfl
    nlinarith [sq_nonneg (v * k), pow_pos hD 2]
  have hEc : (E : ℂ) ≠ 0 := Complex.ofReal_ne_zero.2 hE0
  have hr : ∀ x, partner v D₀ k E x / planeWave k x
      = (kink v D₀ x - Complex.I * v * k) / E :=
    fun x => mul_div_cancel_right₀ _ (Complex.exp_ne_zero _)
  have hn : ∀ s : ℝ, s ^ 2 = D₀ ^ 2 → ‖((s : ℂ) - Complex.I * v * k) / E‖ = 1 := by
    intro s hs
    have h : ‖(s : ℂ) - Complex.I * v * k‖ = ‖(E : ℂ)‖ := by
      apply (sq_eq_sq₀ (norm_nonneg _) (norm_nonneg _)).1
      rw [Complex.sq_norm, Complex.sq_norm, Complex.normSq_apply, Complex.normSq_apply]
      simp only [Complex.sub_re, Complex.sub_im, Complex.mul_re, Complex.mul_im,
        Complex.I_re, Complex.I_im, Complex.ofReal_re, Complex.ofReal_im]
      linear_combination hs - hE
    rw [norm_div, h, div_self (norm_ne_zero_iff.2 hEc)]
  have hq := fun x => (((profile_slopes v D₀ x).1.ofReal_comp.sub_const
    (Complex.I * v * k)).div_const (E : ℂ)).fun_mul (planeWave_hasDerivAt k x)
  have hq' : ∀ x, HasDerivAt (partner v D₀ k E) _ x := hq
  refine ⟨⟨fun x => (planeWave_hasDerivAt k x).differentiableAt,
    fun x => (hq' x).differentiableAt, fun x => ?_⟩, ?_, ?_, hn D₀ rfl, ?_⟩
  · rw [(hq' x).deriv, (planeWave_hasDerivAt k x).deriv]
    have h1 : (v : ℂ) * (((D₀ ^ 2 - kink v D₀ x ^ 2) / v : ℝ) : ℂ)
        = D₀ ^ 2 - kink v D₀ x ^ 2 := by
      have hv0 : v ≠ 0 := hv.ne'
      have h0 : v * ((D₀ ^ 2 - kink v D₀ x ^ 2) / v) = D₀ ^ 2 - kink v D₀ x ^ 2 := by
        field_simp
      exact_mod_cast h0
    have h2 : (E : ℂ) ^ 2 = v ^ 2 * k ^ 2 + D₀ ^ 2 := by exact_mod_cast hE
    have hu := mul_inv_cancel₀ hEc
    simp only [partner, div_eq_mul_inv (_ : ℂ) (E : ℂ)]
    generalize (E : ℂ)⁻¹ = w at hu ⊢
    -- the slope of the kink completes D² + v²k² to E²
    constructor
    · linear_combination planeWave k x * w * h1
        - planeWave k x * w * v ^ 2 * k ^ 2 * Complex.I_sq
        - planeWave k x * w * h2 + planeWave k x * E * hu
    · linear_combination -(kink v D₀ x - Complex.I * v * k) * planeWave k x * hu
  · simp only [hr]
    exact (((Complex.continuous_ofReal.tendsto D₀).comp
      (kink_limits hv hD).1).sub_const _).div_const _
  · simp only [hr]
    have h := (Complex.continuous_ofReal.tendsto (-D₀)).comp (kink_limits hv hD).2
    rw [Complex.ofReal_neg] at h
    exact (h.sub_const _).div_const _
  · have h := hn (-D₀) (by ring)
    rwa [Complex.ofReal_neg] at h

/-- For `E ≠ 0`, the overlap `Re (p* q)` of the plane wave with its partner, multiplied by
`E`, is the local gap `D(x)`. -/
theorem overlap_follows_gap (v D₀ k x : ℝ) {E : ℝ} (hE : E ≠ 0) :
    E * (conj (planeWave k x) * partner v D₀ k E x).re = kink v D₀ x := by
  have hP : conj (planeWave k x) * planeWave k x = 1 := by
    rw [planeWave, ← Complex.exp_conj, ← Complex.exp_add]
    simp
  have h : conj (planeWave k x) * partner v D₀ k E x
      = ((kink v D₀ x / E : ℝ) : ℂ) - ((v * k / E : ℝ) : ℂ) * Complex.I := by
    push_cast
    rw [partner]
    linear_combination (kink v D₀ x - Complex.I * v * k) / E * hP
  rw [h]
  simp only [Complex.sub_re, Complex.ofReal_re, Complex.re_ofReal_mul, Complex.I_re,
    mul_zero, sub_zero]
  field_simp

/-- For `v ≠ 0`, the amplitudes `p = 0`, `q = sech (x / ξ)` form a mode of the kink at zero
energy. -/
theorem boundState_isMode {v : ℝ} (D₀ : ℝ) (hv : v ≠ 0) :
    IsMode v (kink v D₀) 0 (fun _ => 0) (fun x => (boundState v D₀ x : ℂ)) := by
  have hb := fun x => (profile_slopes v D₀ x).2.ofReal_comp
  have hu := div_self (Complex.ofReal_ne_zero.2 hv)
  refine ⟨differentiable_const _, fun x => (hb x).differentiableAt, fun x => ⟨?_, by simp⟩⟩
  rw [(hb x).deriv]
  push_cast
  linear_combination -(kink v D₀ x * boundState v D₀ x : ℂ) * hu

/-- For `v, D₀ > 0`, the integral of `sech² (x / ξ)` over the line is `2 ξ`. -/
theorem boundState_norm {v D₀ : ℝ} (hv : 0 < v) (hD : 0 < D₀) :
    ∫ x, boundState v D₀ x ^ 2 = 2 * wallWidth v D₀ := by
  have hw : wallWidth v D₀ ≠ 0 := (div_pos hv hD).ne'
  -- v D / D₀² is an antiderivative of sech²
  have hd : ∀ x, HasDerivAt (fun y => v / D₀ ^ 2 * kink v D₀ y)
      (boundState v D₀ x ^ 2) x := fun x =>
    ((profile_slopes v D₀ x).1.const_mul (v / D₀ ^ 2)).congr_deriv (by
      rw [show D₀ ^ 2 - kink v D₀ x ^ 2 = D₀ ^ 2 * boundState v D₀ x ^ 2 by
        linarith [kink_sq_add v D₀ x]]
      field_simp)
  have hc : Continuous (boundState v D₀) :=
    continuous_iff_continuousAt.2 fun x => (profile_slopes v D₀ x).2.continuousAt
  have hi : MeasureTheory.Integrable (fun x => boundState v D₀ x ^ 2) := by
    refine (integrable_inv_one_add_sq.comp_div hw).mono' (hc.pow 2).aestronglyMeasurable
      (Eventually.of_forall fun x => ?_)
    rw [Real.norm_of_nonneg (sq_nonneg _), boundState]
    generalize x / wallWidth v D₀ = y
    have hs : y ^ 2 ≤ Real.sinh y ^ 2 := by
      rcases le_total 0 y with h | h
      · nlinarith [Real.self_le_sinh_iff.2 h]
      · nlinarith [Real.sinh_le_self_iff.2 h]
    rw [div_pow, one_pow, ← one_div]
    exact one_div_le_one_div_of_le (by positivity) (by linarith [Real.cosh_sq y])
  rw [MeasureTheory.integral_of_hasDerivAt_of_tendsto hd hi
    ((kink_limits hv hD).2.const_mul _) ((kink_limits hv hD).1.const_mul _), wallWidth]
  field_simp
  ring

/-- For `v, D₀ > 0`, a zero-energy mode of the kink with bounded `p` has `p = 0` and `q`
proportional to `sech (x / ξ)`. -/
theorem zero_mode_unique {v D₀ M : ℝ} {p q : ℝ → ℂ} (hv : 0 < v) (hD : 0 < D₀)
    (h : IsMode v (kink v D₀) 0 p q) (hM : ∀ x, ‖p x‖ ≤ M) :
    (∀ x, p x = 0) ∧ ∃ c : ℂ, ∀ x, q x = c * boundState v D₀ x := by
  obtain ⟨hp, hq, he⟩ := h
  simp only [Complex.ofReal_zero, zero_mul] at he
  have hb := fun x => (profile_slopes v D₀ x).2.ofReal_comp
  have hpos : ∀ x, 0 < boundState v D₀ x := fun x => one_div_pos.2 (Real.cosh_pos _)
  have hb0 : ∀ x, (boundState v D₀ x : ℂ) ≠ 0 :=
    fun x => Complex.ofReal_ne_zero.2 (hpos x).ne'
  have hu := div_self (Complex.ofReal_ne_zero.2 hv.ne')
  -- p sech and q / sech are constant
  have hP : ∀ x, HasDerivAt (fun y => p y * (boundState v D₀ y : ℂ)) 0 x := fun x =>
    ((hp x).hasDerivAt.fun_mul (hb x)).congr_deriv (by
      push_cast
      linear_combination -(boundState v D₀ x / v : ℂ) * (he x).2
        - deriv p x * boundState v D₀ x * hu)
  have hQ : ∀ x, HasDerivAt (fun y => q y / (boundState v D₀ y : ℂ)) 0 x := fun x =>
    ((hq x).hasDerivAt.fun_div (hb x) (hb0 x)).congr_deriv (by
      rw [div_eq_zero_iff]
      left
      push_cast
      linear_combination (boundState v D₀ x / v : ℂ) * (he x).1
        - deriv q x * boundState v D₀ x * hu)
  have cP := fun x => is_const_of_deriv_eq_zero
    (fun y => (hP y).differentiableAt) (fun y => (hP y).deriv) x 0
  have cQ := fun x => is_const_of_deriv_eq_zero
    (fun y => (hQ y).differentiableAt) (fun y => (hQ y).deriv) x 0
  refine ⟨?_, _, fun x => (div_eq_iff (hb0 x)).1 (cQ x)⟩
  generalize p 0 * (boundState v D₀ 0 : ℂ) = a at cP
  -- a nonzero constant would make p grow like cosh
  have ha : a = 0 := by
    by_contra hne
    have hapos : 0 < ‖a‖ := norm_pos_iff.2 hne
    have key : ∀ y : ℝ, ‖a‖ * ((y + 1) / 2) ≤ M := by
      intro y
      have hw : wallWidth v D₀ ≠ 0 := (div_pos hv hD).ne'
      have h1 := congrArg norm (cP (y * wallWidth v D₀))
      rw [norm_mul, Complex.norm_of_nonneg (hpos _).le, boundState,
        mul_div_cancel_right₀ y hw, mul_one_div,
        div_eq_iff (Real.cosh_pos y).ne'] at h1
      have h2 : (y + 1) / 2 ≤ Real.cosh y := by
        rw [Real.cosh_eq]
        linarith [Real.add_one_le_exp y, Real.exp_pos (-y)]
      calc ‖a‖ * ((y + 1) / 2) ≤ ‖a‖ * Real.cosh y := by gcongr
        _ ≤ M := by
          rw [← h1]
          exact hM _
    have h3 := key (2 * M / ‖a‖)
    have h4 : ‖a‖ * ((2 * M / ‖a‖ + 1) / 2) = M + ‖a‖ / 2 := by
      field_simp
    linarith
  intro x
  exact (mul_eq_zero.1 ((cP x).trans ha)).resolve_right (hb0 x)

end

end DensityWaveKink
```

```lean
#print axioms DensityWaveKink.kink_reflectionless
#print axioms DensityWaveKink.boundState_isMode
#print axioms DensityWaveKink.boundState_norm
#print axioms DensityWaveKink.zero_mode_unique
```

```
'DensityWaveKink.kink_reflectionless' depends on axioms: [propext, Classical.choice, Quot.sound]
'DensityWaveKink.boundState_isMode' depends on axioms: [propext, Classical.choice, Quot.sound]
'DensityWaveKink.boundState_norm' depends on axioms: [propext, Classical.choice, Quot.sound]
'DensityWaveKink.zero_mode_unique' depends on axioms: [propext, Classical.choice, Quot.sound]
```

The definition `IsMode` contains the model. Two complex amplitudes $p$ and $q$, differentiable on the whole line, satisfy at energy $E$

$$v q' + Dq = Ep,\qquad -v p' + Dp = Eq .$$

Units have $\hbar=1$, and energies are measured from the middle of the gap. If $R$ and $L$ are the slowly varying amplitudes of right- and left-moving electrons near the two Fermi points, then $p=(R+L)/\sqrt2$ and $q=(R-L)/(i\sqrt2)$, with the phase of the density wave chosen so that the term coupling $L$ into the equation for $R$ is $iD$ with $D$ real. `IsMode` asks neither for normalisation nor for a nonzero solution.

The kink `kink v D₀` describes a wall at which the density wave changes sign. Its width $\xi=v/D_0$ is `wallWidth`, and `boundState` is $s(x)=\operatorname{sech}(x/\xi)$. The profile is prescribed: the lattice is static, and no energy is minimised to find it.

The mode equations are checked with two slopes, proved in `profile_slopes` and to be read for nonzero $v$ and $D_0$. Since $1/\xi=D_0/v$ and $1-\tanh^2=\operatorname{sech}^2$,

$$D'=\frac{D_0}{\xi}\operatorname{sech}^2\frac{x}{\xi}=\frac{D_0^2-D^2}{v},\qquad s'=-\frac1\xi\tanh\frac{x}{\xi}\,s=-\frac{D}{v}\,s .$$

The theorem `kink_reflectionless` takes $v,D_0>0$, any real $k$, and $E$ of either sign with $E^2=v^2k^2+D_0^2$. It states that $p=e^{ikx}$ and $q=(D-ivk)p/E$, called `planeWave` and `partner`, form a mode. The second equation holds at once, because $-vp'+Dp=(D-ivk)p=Eq$. For the first, differentiate the product:

$$vq'+Dq=\frac{vD'+(D-ivk)(D+ivk)}{E}\,p=\frac{vD'+D^2+v^2k^2}{E}\,p .$$

The slope of the kink gives $vD'+D^2=D_0^2$, so the numerator is $E^2$ and the right side is $Ep$. In Lean, `h1` is the slope identity, `h2` the dispersion relation and `hu` the cancellation of $E$; `linear_combination` assembles them as above.

The same theorem says what happens far from the wall. The ratio $q/p=(D-ivk)/E$ tends to $(D_0-ivk)/E$ on the right and to $(-D_0-ivk)/E$ on the left. Both constants have modulus one, because $D_0^2+v^2k^2=E^2$. Thus both amplitudes approach pure $e^{ikx}$ on each side, and for $k\neq0$ there is no reflected $e^{-ikx}$. The limits $D\to\pm D_0$ come from `kink_limits`, which squeezes $\tanh y$ between $1-e^{-y}$ and $1$ on the right and uses oddness on the left.

Since $|p|^2=1$, the product $\bar p q$ equals $(D-ivk)/E$, and its real part is $D(x)/E$. The theorem `overlap_follows_gap` states this in the form $E\,\mathrm{Re}(\bar p q)=D(x)$, for $E\neq0$. Far from the wall $|p|^2+|q|^2$ tends to $2$, so dividing both amplitudes by $\sqrt2$ gives unit density there and the overlap $D(x)/(2E)$.

At $E=0$ the two equations separate. The choice $p=0$, $q=s$ solves them because $vs'=-Ds$, which is `boundState_isMode`. The integral of $s^2$ follows from `kink_sq_add`, the identity $D^2+D_0^2s^2=D_0^2$: it gives $D'=D_0^2s^2/v$, so $vD/D_0^2$ is an antiderivative of $s^2$ and

$$\int_{-\infty}^{\infty}s^2\,dx=\frac{v}{D_0^2}\bigl(D_0-(-D_0)\bigr)=\frac{2v}{D_0}=2\xi .$$

The normalised state is therefore $q=s/\sqrt{2\xi}$. Before `boundState_norm` evaluates the antiderivative at infinity, it establishes integrability from $\operatorname{sech}^2y\le1/(1+y^2)$, which holds because $\cosh^2y=1+\sinh^2y$ and $|\sinh y|\ge|y|$.

Finally, `zero_mode_unique` shows that every zero-energy mode with bounded $p$ has $p=0$ and $q=cs$ for some complex constant $c$. From $vp'=Dp$ and $vq'=-Dq$,

$$(ps)'=\frac{D}{v}ps-\frac{D}{v}ps=0,\qquad \left(\frac qs\right)'=\frac{q's-qs'}{s^2}=0 .$$

These are `hP` and `hQ` in the proof. Hence $q=cs$ and $p=a\cosh(x/\xi)$ with a constant $a$. Suppose that $a\neq0$ and $|p|\le M$. Because $\cosh y\ge(y+1)/2$, the bound requires $|a|(y+1)/2\le M$ for every $y$, and $y=2M/|a|$ turns this into $M+|a|/2\le M$, a contradiction. No bound on $q$ is assumed.

In a self-consistent calculation that restricts the gap parameter to real values, as for a half-filled chain with alternating bonds, the gap equation reads $D(x)=-\lambda\sum\mathrm{Re}(\bar p q)$, summed over the occupied states. For the plane waves, scaled to unit density far from the wall, the sum is an integral over $k$ with weight $dk/2\pi$, and it needs a momentum cut-off. The positive constant $\lambda$ is proportional to the square of the electron–lattice coupling divided by the lattice stiffness. Each filled plane wave with $E<0$ contributes $D(x)/(2|E|)$, with this weight, to the negative of the sum. The zero-energy state contributes nothing to this sum, filled or empty, because its $p$ vanishes. With all plane waves of negative energy filled and those of positive energy empty, the factor $D(x)$ cancels, which leaves the condition for a uniform gap $D_0$. In an incommensurate density wave the phase is free, and a second condition is added: the sum of $|p|^2-|q|^2$ over the occupied states must vanish at every point. There the filling of the zero-energy state does matter. A code that integrates the two mode equations numerically, started at one point from the values of $e^{ikx}$ and its partner divided by $\sqrt2$, can be tested point by point against the overlap $D(x)/(2E)$. Diagonalisation in a finite box generally returns standing waves that mix $k$ and $-k$, and their individual overlaps differ from this.

The zero-energy solution has a close relative for other wall shapes. If $D$ is continuous, with a negative limit on the left and a positive one on the right, then for $v>0$

$$q(x)=\exp\left(-\frac1v\int_0^xD(t)\,dt\right)$$

satisfies $vq'+Dq=0$ and decays exponentially on both sides. The plane-wave solution doesn't carry over in this way, since it uses $vD'+D^2=D_0^2$. The Lean theorems treat only the tanh wall.
